# Positive α, C₆ and C₈ determine a unique Drude oscillator with positive charge, mass and frequency

For a quantum Drude oscillator of charge $q$, mass $\mu$ and frequency $\omega$, let $\alpha$ be the static dipole polarizability, and let $C_6$ and $C_8$ be the dispersion coefficients of two identical copies. In atomic units,

$$\alpha=\frac{q^2}{\mu\omega^2},\qquad C_6=\tfrac34\,\omega\alpha^2,\qquad C_8=\frac{5C_6}{\mu\omega}.$$

The map $(q,\mu,\omega)\mapsto(\alpha,C_6,C_8)$ is a bijection of positive triples, with inverse

$$\omega=\frac{4C_6}{3\alpha^2},\qquad \mu=\frac{5C_6}{\omega C_8},\qquad q=\omega\sqrt{\mu\alpha}.$$

In a simulation that represents an atom's electronic response by one quantum harmonic oscillator, these formulas are one way to set its three parameters.

## The assumed response: poles at ω and 2ω

The model is an isotropic charged oscillator in three dimensions. Its polarizabilities at imaginary frequency $iu$ are taken as given, not derived from a Hamiltonian:

$$\alpha_1(iu)=\frac{q^2}{\mu(\omega^2+u^2)},\qquad \alpha_2(iu)=\frac{3q^2}{\mu^2\omega(4\omega^2+u^2)}.$$

Thus $\alpha=\alpha_1(0)$. The quadrupole pole lies at $2\omega$ because the quadrupole operator excites two quanta from the ground state. Putting it at $\omega$ while keeping the static value $\alpha_2(0)$ would change the 5 in $C_8$ to $15/4$.

```lean
import Mathlib

open Filter Topology Set MeasureTheory
open scoped Real

namespace DrudeOscillatorFit

noncomputable section

/-- Dipole polarizability at imaginary frequency `iu` of a Drude oscillator with charge `q`,
mass `μ > 0` and frequency `ω > 0` (atomic units). -/
def dipolePol (q μ ω u : ℝ) : ℝ := q ^ 2 / (μ * (ω ^ 2 + u ^ 2))

/-- Quadrupole polarizability at imaginary frequency `iu` of the same oscillator,
for `μ > 0` and `ω > 0`; its resonance lies at `2ω`. -/
def quadPol (q μ ω u : ℝ) : ℝ := 3 * q ^ 2 / (μ ^ 2 * ω * (4 * ω ^ 2 + u ^ 2))
```

The coefficients are defined by Casimir–Polder integrals, which express second-order dispersion between well-separated systems without retardation:

$$C_6=\frac3\pi\int_0^\infty\alpha_1(iu)^2\,du,\qquad C_8=\frac{15}\pi\int_0^\infty\alpha_1(iu)\,\alpha_2(iu)\,du.$$

The prefactor $15/\pi$ already counts both dipole–quadrupole assignments of the identical pair. In Lean, `Ioi (0 : ℝ)` is the range $u>0$.

```lean
/-- Casimir–Polder integral for the dipole–dipole dispersion coefficient of two identical
oscillators with `μ, ω > 0`. -/
def C6 (q μ ω : ℝ) : ℝ := 3 / π * ∫ u in Ioi (0 : ℝ), dipolePol q μ ω u ^ 2

/-- Casimir–Polder integral for the dipole–quadrupole dispersion coefficient of two identical
oscillators with `μ, ω > 0`. -/
def C8 (q μ ω : ℝ) : ℝ :=
  15 / π * ∫ u in Ioi (0 : ℝ), dipolePol q μ ω u * quadPol q μ ω u
```

The fit is evaluated in the order frequency, mass, charge, as it would be in a program, since each formula uses the preceding results. Inputs must be in atomic units, with $C_6$ and $C_8$ for a like pair.

```lean
/-- Fitted frequency `ω = 4 C6 / (3 α²)`, for `α ≠ 0`. -/
def fitFreq (α c6 : ℝ) : ℝ := 4 * c6 / (3 * α ^ 2)

/-- Fitted mass `μ = 5 C6 / (ω C8)`, for nonzero `α`, `C6` and `C8`. -/
def fitMass (α c6 c8 : ℝ) : ℝ := 5 * c6 / (fitFreq α c6 * c8)

/-- Fitted charge `q = ω √(μ α)`, for positive `α`, `C6` and `C8`. -/
def fitCharge (α c6 c8 : ℝ) : ℝ := fitFreq α c6 * √(fitMass α c6 c8 * α)
```

Triples are nested pairs of real numbers: `p.1`, `p.2.1` and `p.2.2` are $q$, $\mu$ and $\omega$ in `observables`, while the components of `t` in `fit` are $\alpha$, $C_6$ and $C_8$.

```lean
/-- The map from parameters `(q, μ, ω)`, with `μ, ω > 0`, to observables `(α, C6, C8)`. -/
def observables (p : ℝ × ℝ × ℝ) : ℝ × ℝ × ℝ :=
  (dipolePol p.1 p.2.1 p.2.2 0, C6 p.1 p.2.1 p.2.2, C8 p.1 p.2.1 p.2.2)

/-- The map from positive observables `(α, C6, C8)` to fitted parameters `(q, μ, ω)`. -/
def fit (t : ℝ × ℝ × ℝ) : ℝ × ℝ × ℝ :=
  (fitCharge t.1 t.2.1 t.2.2, fitMass t.1 t.2.1 t.2.2, fitFreq t.1 t.2.1)

/-- Triples of positive real numbers. -/
def positiveTriples : Set (ℝ × ℝ × ℝ) := {p | 0 < p.1 ∧ 0 < p.2.1 ∧ 0 < p.2.2}
```

## Positive frequency: a bound charge and finite integrals

The condition $\omega>0$ means that a restoring force binds the charge. For $c>0$,

$$\frac{d}{du}\,\frac{\arctan(u/c)}{c}=\frac1{c^2+u^2},\qquad \frac{\arctan(u/c)}{c}\longrightarrow\frac{\pi}{2c}\quad(u\to\infty).$$

As $\omega\to0^+$ with $q\neq0$ and $\mu>0$ fixed, the restoring force vanishes and both dispersion coefficients diverge. For $\omega<0$ the first integral below would contain $|\omega|^3$, so the formula for $C_6$ would have the wrong sign.

```lean
/-- For `c > 0`, the Lorentzian `1/(c² + u²)` has the antiderivative `arctan(u/c)/c`, which
tends to `π/(2c)` at large `u`. -/
theorem lorentzian_antiderivative {c : ℝ} (hc : 0 < c) :
    (∀ u : ℝ, HasDerivAt (fun x => Real.arctan (x / c) / c) (1 / (c ^ 2 + u ^ 2)) u) ∧
      Tendsto (fun x => Real.arctan (x / c) / c) atTop (𝓝 (π / 2 / c)) := by
  constructor
  · intro u
    have h := (((hasDerivAt_id' u).div_const c).arctan).div_const c
    refine h.congr_deriv ?_
    have hne : c ^ 2 + u ^ 2 ≠ 0 := by positivity
    have e : 1 + (u / c) ^ 2 = (c ^ 2 + u ^ 2) / c ^ 2 := by field_simp
    rw [e]
    field_simp
  · exact ((tendsto_nhds_of_tendsto_nhdsWithin Real.tendsto_arctan_atTop).comp
      (tendsto_id.atTop_div_const hc)).div_const c
```

For the squared Lorentzian, use

$$\frac{d}{du}\frac{u}{\omega^2+u^2}=\frac{\omega^2-u^2}{(\omega^2+u^2)^2}.$$

Adding $1/(\omega^2+u^2)$ gives $2\omega^2/(\omega^2+u^2)^2$. Hence

$$\int_0^\infty\frac{du}{(\omega^2+u^2)^2}
=\frac1{2\omega^2}\left[\frac{u}{\omega^2+u^2}+\frac{\arctan(u/\omega)}{\omega}\right]_0^\infty
=\frac{\pi}{4\omega^3}.$$

The proof checks this antiderivative, bounds its rational part by $1/u$, and applies the fundamental theorem for a nonnegative integrand on a half-line.

```lean
/-- For `ω > 0`, the integral of `1/(ω² + u²)²` over `u > 0` is `π/(4ω³)`. -/
theorem integral_dipole_dipole {ω : ℝ} (hω : 0 < ω) :
    ∫ u in Ioi (0 : ℝ), 1 / (ω ^ 2 + u ^ 2) ^ 2 = π / (4 * ω ^ 3) := by
  obtain ⟨hd, ht⟩ := lorentzian_antiderivative hω
  have hder : ∀ u ∈ Ici (0 : ℝ), HasDerivAt
      (fun x => (x / (ω ^ 2 + x ^ 2) + Real.arctan (x / ω) / ω) / (2 * ω ^ 2))
      (1 / (ω ^ 2 + u ^ 2) ^ 2) u := by
    intro u _
    have hne : ω ^ 2 + u ^ 2 ≠ 0 := by positivity
    have hp : HasDerivAt (fun x : ℝ => ω ^ 2 + x ^ 2) (2 * u) u := by
      simpa using (hasDerivAt_pow 2 u).const_add (ω ^ 2)
    refine ((((hasDerivAt_id' u).fun_div hp hne).fun_add (hd u)).div_const
      (2 * ω ^ 2)).congr_deriv ?_
    field_simp
    ring
  -- the rational part of the antiderivative dies off as 1/u
  have h0 : Tendsto (fun x : ℝ => x / (ω ^ 2 + x ^ 2)) atTop (𝓝 0) := by
    refine squeeze_zero' ?_ ?_ tendsto_inv_atTop_zero
    · filter_upwards [eventually_gt_atTop (0 : ℝ)] with x hx
      positivity
    · filter_upwards [eventually_gt_atTop (0 : ℝ)] with x hx
      rw [inv_eq_one_div, div_le_div_iff₀ (by positivity) hx]
      nlinarith [sq_nonneg ω]
  have h := integral_Ioi_of_hasDerivAt_of_nonneg' hder (fun u _ => by positivity)
    ((h0.add ht).div_const (2 * ω ^ 2))
  rw [h]
  simp only [zero_div, Real.arctan_zero, add_zero, zero_add, sub_zero]
  field_simp
  ring
```

For the mixed integral, partial fractions give

$$\frac1{(\omega^2+u^2)(4\omega^2+u^2)}=\frac1{3\omega^2}\left[\frac1{\omega^2+u^2}-\frac1{4\omega^2+u^2}\right],$$

so its value is $\frac1{3\omega^2}\left(\frac{\pi}{2\omega}-\frac{\pi}{4\omega}\right)=\frac{\pi}{12\omega^3}$. The Lean proof uses the Lorentzian lemma at widths $\omega$ and $2\omega$.

```lean
/-- For `ω > 0`, the integral of `1/((ω² + u²)(4ω² + u²))` over `u > 0` is `π/(12ω³)`. -/
theorem integral_dipole_quadrupole {ω : ℝ} (hω : 0 < ω) :
    ∫ u in Ioi (0 : ℝ), 1 / ((ω ^ 2 + u ^ 2) * (4 * ω ^ 2 + u ^ 2)) = π / (12 * ω ^ 3) := by
  obtain ⟨hd, ht⟩ := lorentzian_antiderivative hω
  obtain ⟨hd', ht'⟩ := lorentzian_antiderivative (c := 2 * ω) (by positivity)
  -- partial fractions reduce the product to a difference of Lorentzians
  have hder : ∀ u ∈ Ici (0 : ℝ), HasDerivAt
      (fun x => (Real.arctan (x / ω) / ω - Real.arctan (x / (2 * ω)) / (2 * ω)) / (3 * ω ^ 2))
      (1 / ((ω ^ 2 + u ^ 2) * (4 * ω ^ 2 + u ^ 2))) u := by
    intro u _
    refine (((hd u).fun_sub (hd' u)).div_const (3 * ω ^ 2)).congr_deriv ?_
    have e : (2 * ω) ^ 2 + u ^ 2 = 4 * ω ^ 2 + u ^ 2 := by ring
    have h1 : ω ^ 2 + u ^ 2 ≠ 0 := by positivity
    have h2 : 4 * ω ^ 2 + u ^ 2 ≠ 0 := by positivity
    rw [e]
    field_simp
    ring
  have h := integral_Ioi_of_hasDerivAt_of_nonneg' hder (fun u _ => by positivity)
    ((ht.sub ht').div_const (3 * ω ^ 2))
  rw [h]
  simp only [zero_div, Real.arctan_zero, sub_zero]
  field_simp
  ring
```

## Positive mass: a positive static response

Inserting the first integral,

$$C_6=\frac3\pi\,\frac{q^4}{\mu^2}\,\frac{\pi}{4\omega^3}=\frac{3q^4}{4\mu^2\omega^3}=\tfrac34\,\omega\alpha^2.$$

The proof of `C6_eq` pulls the constant out of the integral and then simplifies. The division requires $\mu\neq0$; positivity of the mass makes $\alpha$ positive whenever $q\neq0$. A negative mass would reverse the sign of $\alpha$.

```lean
/-- For `μ, ω > 0` the Casimir–Polder integral gives `C6 = (3/4) ω α²`, with `α` the static
dipole polarizability. -/
theorem C6_eq (q : ℝ) {μ ω : ℝ} (hμ : 0 < μ) (hω : 0 < ω) :
    C6 q μ ω = 3 / 4 * ω * dipolePol q μ ω 0 ^ 2 := by
  have h : ∫ u in Ioi (0 : ℝ), dipolePol q μ ω u ^ 2
      = (q ^ 2 / μ) ^ 2 * (π / (4 * ω ^ 3)) := by
    rw [← integral_dipole_dipole hω, ← integral_const_mul]
    refine integral_congr_ae (Eventually.of_forall fun u => ?_)
    have h1 : ω ^ 2 + u ^ 2 ≠ 0 := by positivity
    simp only [dipolePol]
    field_simp
  have h0 : dipolePol q μ ω 0 = q ^ 2 / (μ * ω ^ 2) := by simp [dipolePol]
  rw [C6, h, h0]
  field_simp
```

Likewise,

$$C_8=\frac{15}\pi\,\frac{3q^4}{\mu^3\omega}\,\frac{\pi}{12\omega^3}=\frac{15q^4}{4\mu^3\omega^4}=\frac{5C_6}{\mu\omega}.$$

Both identities hold for every real $q$, including zero.

```lean
/-- For `μ, ω > 0` the Casimir–Polder integrals satisfy `C8 = 5 C6 / (μ ω)`. -/
theorem C8_eq (q : ℝ) {μ ω : ℝ} (hμ : 0 < μ) (hω : 0 < ω) :
    C8 q μ ω = 5 * C6 q μ ω / (μ * ω) := by
  have h : ∫ u in Ioi (0 : ℝ), dipolePol q μ ω u * quadPol q μ ω u
      = 3 * q ^ 4 / (μ ^ 3 * ω) * (π / (12 * ω ^ 3)) := by
    rw [← integral_dipole_quadrupole hω, ← integral_const_mul]
    refine integral_congr_ae (Eventually.of_forall fun u => ?_)
    have h1 : ω ^ 2 + u ^ 2 ≠ 0 := by positivity
    have h2 : 4 * ω ^ 2 + u ^ 2 ≠ 0 := by positivity
    simp only [dipolePol, quadPol]
    field_simp
  have h0 : dipolePol q μ ω 0 = q ^ 2 / (μ * ω ^ 2) := by simp [dipolePol]
  rw [C6_eq q hμ hω, C8, h, h0]
  field_simp
  ring
```

## Positive charge: choosing one of two signs

Only $q^2$ enters the observables, so $q$ and $-q$ describe the same data. Requiring $q>0$ selects one representative; without it, injectivity fails. At $q=0$ all three observables vanish, and the mass and frequency cannot be recovered.

For $q>0$, the relation $C_6=\frac34\omega\alpha^2$ returns $\omega$, and $C_8=5C_6/(\mu\omega)$ then returns $\mu$. Finally $\mu\alpha=(q/\omega)^2$, so $\omega\sqrt{\mu\alpha}=q$. These are `h1`, `h2` and `h3` in the proof; positivity enters the last through `Real.sqrt_sq`.

```lean
/-- Fitting to the observables of an oscillator with positive `q, μ, ω` returns `q, μ, ω`. -/
theorem fit_observables {q μ ω : ℝ} (hq : 0 < q) (hμ : 0 < μ) (hω : 0 < ω) :
    fit (observables (q, μ, ω)) = (q, μ, ω) := by
  have h0 : dipolePol q μ ω 0 = q ^ 2 / (μ * ω ^ 2) := by simp [dipolePol]
  have ha : 0 < dipolePol q μ ω 0 := by rw [h0]; positivity
  have hC : 0 < C6 q μ ω := by rw [C6_eq q hμ hω]; positivity
  have h1 : fitFreq (dipolePol q μ ω 0) (C6 q μ ω) = ω := by
    rw [C6_eq q hμ hω, fitFreq]
    field_simp
  have h2 : fitMass (dipolePol q μ ω 0) (C6 q μ ω) (C8 q μ ω) = μ := by
    rw [fitMass, h1, C8_eq q hμ hω]
    field_simp
  have h3 : fitCharge (dipolePol q μ ω 0) (C6 q μ ω) (C8 q μ ω) = q := by
    have e : μ * dipolePol q μ ω 0 = (q / ω) ^ 2 := by
      rw [h0]
      field_simp
    rw [fitCharge, h1, h2, e, Real.sqrt_sq (by positivity)]
    field_simp
  exact Prod.ext h3 (Prod.ext h2 h1)
```

## Positive data: every such triple is attainable

Positive $\alpha$, $C_6$ and $C_8$ describe a polarizable system with attractive leading dispersion terms, $-C_6/R^6$ and $-C_8/R^8$ at separation $R$. They make the fitted frequency, mass and charge positive in turn. Substitution gives

$$\frac{q^2}{\mu\omega^2}=\frac{\omega^2\mu\alpha}{\mu\omega^2}=\alpha,\qquad \tfrac34\,\omega\alpha^2=C_6,\qquad \frac{5C_6}{\mu\omega}=C_8.$$

Without positive data there is no oscillator with positive parameters to find, because such an oscillator always has positive observables.

```lean
/-- For positive `α, C6, C8` the fitted parameters are positive, and the fitted oscillator has
exactly these observables. -/
theorem observables_fit {α c6 c8 : ℝ} (hα : 0 < α) (h6 : 0 < c6) (h8 : 0 < c8) :
    fit (α, c6, c8) ∈ positiveTriples ∧ observables (fit (α, c6, c8)) = (α, c6, c8) := by
  have hw : 0 < fitFreq α c6 := by unfold fitFreq; positivity
  have hm : 0 < fitMass α c6 c8 := by unfold fitMass; positivity
  have hQ : 0 < fitCharge α c6 c8 := by unfold fitCharge; positivity
  have h1 : dipolePol (fitCharge α c6 c8) (fitMass α c6 c8) (fitFreq α c6) 0 = α := by
    rw [dipolePol, fitCharge, mul_pow, Real.sq_sqrt (by positivity)]
    simp only [ne_eq, OfNat.ofNat_ne_zero, not_false_eq_true, zero_pow, add_zero]
    field_simp
  have h2 : C6 (fitCharge α c6 c8) (fitMass α c6 c8) (fitFreq α c6) = c6 := by
    rw [C6_eq _ hm hw, h1, fitFreq]
    field_simp
  have h3 : C8 (fitCharge α c6 c8) (fitMass α c6 c8) (fitFreq α c6) = c8 := by
    rw [C8_eq _ hm hw, h2, fitMass]
    field_simp
  exact ⟨⟨hQ, hm, hw⟩, Prod.ext h1 (Prod.ext h2 h3)⟩
```

In the bijection theorem, `InvOn` says that `fit` undoes `observables` and vice versa on positive triples; `BijOn` then follows once both maps are shown to preserve positivity. In code, the same round trip tests whether the two implemented maps are mutually inverse up to rounding error; it does not detect a wrong factor used consistently in both.

```lean
/-- The map `(q, μ, ω) ↦ (α, C6, C8)` is a bijection of positive triples, and the explicit
fitting formulas are its two-sided inverse. -/
theorem observables_bijective :
    BijOn observables positiveTriples positiveTriples ∧
      InvOn fit observables positiveTriples positiveTriples := by
  have hinv : InvOn fit observables positiveTriples positiveTriples := by
    constructor
    · rintro ⟨q, μ, ω⟩ ⟨hq, hμ, hω⟩
      exact fit_observables hq hμ hω
    · rintro ⟨α, c6, c8⟩ ⟨hα, h6, h8⟩
      exact (observables_fit hα h6 h8).2
  refine ⟨hinv.bijOn ?_ ?_, hinv⟩
  · rintro ⟨q, μ, ω⟩ ⟨(hq : 0 < q), (hμ : 0 < μ), (hω : 0 < ω)⟩
    have ha : 0 < dipolePol q μ ω 0 := by unfold dipolePol; positivity
    have hC : 0 < C6 q μ ω := by rw [C6_eq q hμ hω]; positivity
    have hC' : 0 < C8 q μ ω := by rw [C8_eq q hμ hω]; positivity
    exact ⟨ha, hC, hC'⟩
  · rintro ⟨α, c6, c8⟩ ⟨hα, h6, h8⟩
    exact (observables_fit hα h6 h8).1
```

## The quadrupole polarizability left unfitted

At zero frequency,

$$\alpha_2(0)=\frac{3q^2}{4\mu^2\omega^3}=\frac{3\alpha}{4\mu\omega}.$$

Since $5C_6/(\mu\omega)=C_8$, eliminating $\mu\omega$ gives $20\,C_6\,\alpha_2(0)=3\,\alpha\,C_8$. The proof follows these two substitutions and needs only $\mu,\omega>0$, with no restriction on $q$. For a real atom, comparing $3\alpha C_8/(20C_6)$ with an independently computed static quadrupole polarizability, in the same convention as in the $C_8$ integral, tests the one-oscillator description, because all three adjustable parameters have already been used.

```lean
/-- For `μ, ω > 0` the static quadrupole polarizability `α₂` of the oscillator obeys
`20 C6 α₂ = 3 α C8`. -/
theorem quadrupole_prediction (q : ℝ) {μ ω : ℝ} (hμ : 0 < μ) (hω : 0 < ω) :
    20 * C6 q μ ω * quadPol q μ ω 0 = 3 * dipolePol q μ ω 0 * C8 q μ ω := by
  have h : quadPol q μ ω 0 = 3 * dipolePol q μ ω 0 / (4 * (μ * ω)) := by
    simp only [quadPol, dipolePol, ne_eq, OfNat.ofNat_ne_zero, not_false_eq_true, zero_pow,
      add_zero]
    field_simp
  rw [C8_eq q hμ hω, h]
  field_simp
  ring

end

end DrudeOscillatorFit
```

```lean
#print axioms DrudeOscillatorFit.observables_fit
#print axioms DrudeOscillatorFit.observables_bijective
#print axioms DrudeOscillatorFit.quadrupole_prediction
```

```
'DrudeOscillatorFit.observables_fit' depends on axioms: [propext, Classical.choice, Quot.sound]
'DrudeOscillatorFit.observables_bijective' depends on axioms: [propext, Classical.choice, Quot.sound]
'DrudeOscillatorFit.quadrupole_prediction' depends on axioms: [propext, Classical.choice, Quot.sound]
```
